# For commuting momenta and a spin-free $O$, $-[\sigma\cdot p,[\sigma\cdot p,O]]$ is a Laplacian term plus a spin-orbit term

Number the Cartesian axes 0, 1, 2, as Lean does. Let $P=\sigma_0p_0+\sigma_1p_1+\sigma_2p_2$ with $p_k=-i\partial_k$, and take $O=x_2$. Only $p_2$ fails to commute with $O$, so $[P,O]=-i\sigma_2$. This contains no coordinate, yet it does not commute with $P$, because Pauli matrices do not commute with each other:

$$-[P,[P,x_2]]=i[P,\sigma_2]=2(\sigma_1p_0-\sigma_0p_1).$$

This is a spin-orbit term for a uniform field. If the Laplacian of $O$ is not zero, a Laplacian term joins it. Divided by $8c^2$ in atomic units, the sum is the leading picture-change correction to a one-electron, spin-free operator that acts alike on the large and small components, without a vector potential; for a potential $O=V$ it gives the Darwin and spin-orbit terms.

## Operators and spin matrices

```lean
import Mathlib

open Complex (I)

namespace OneElectronPictureChange

noncomputable section

variable {A : Type*} [Ring A] [Algebra ℂ A]
```

`A` is any complex algebra of orbital operators, whose products need not commute. No Hilbert space, adjoint or operator domain enters.

```lean
/-- The three Pauli matrices. -/
def pauli : Fin 3 → Matrix (Fin 2) (Fin 2) ℂ :=
  ![!![0, 1; 1, 0], !![0, -I; I, 0], !![1, 0; 0, -1]]
```

These are $\sigma_0,\sigma_1,\sigma_2$, usually written $\sigma_x,\sigma_y,\sigma_z$.

```lean
/-- The two-component operator `σ·v = ∑ k, σ_k v_k` for a vector `v` of orbital operators. -/
def sigmaDot (v : Fin 3 → A) : Matrix (Fin 2) (Fin 2) A :=
  Matrix.of fun i j => ∑ k, pauli k i j • v k
```

A two-component operator is a $2\times2$ matrix with entries in `A`. The sign `•` multiplies an operator by a complex number, so this is $\sigma\cdot v=\sum_k\sigma_kv_k$.

```lean
/-- An orbital operator acting identically on both spin components. -/
def spinFree (a : A) : Matrix (Fin 2) (Fin 2) A := !![a, 0; 0, a]
```

A spin-free operator acts identically on both spin components.

```lean
/-- The cross product of two vectors of operators, with the factors kept in order. -/
def cross (a b : Fin 3 → A) : Fin 3 → A :=
  ![a 1 * b 2 - a 2 * b 1, a 2 * b 0 - a 0 * b 2, a 0 * b 1 - a 1 * b 0]
```

This is $a\times b$, with $a$ always to the left of $b$.

```lean
/-- Commuting momenta `p`, an operator `O`, and its first and second derivatives `G` and `H`,
defined through commutators with the momenta. -/
structure MomentumRelations (p : Fin 3 → A) (O : A) (G : Fin 3 → A)
    (H : Fin 3 → Fin 3 → A) : Prop where
  comm : ∀ j k, p j * p k = p k * p j
  grad : ∀ k, p k * O - O * p k = (-I) • G k
  hess : ∀ j k, p j * G k - G k * p j = (-I) • H j k
```

This bundles the hypotheses:

$$[p_j,p_k]=0,\qquad [p_k,O]=-iG_k,\qquad [p_j,G_k]=-iH_{jk}.$$

For a function $O$, $G$ is its gradient and $H$ its matrix of second derivatives. Commuting momenta mean that there is no magnetic field in $p$.

## Products of Pauli vectors

```lean
/-- The matrix of `σ·v` in the two spin components. -/
theorem sigmaDot_eq (v : Fin 3 → A) :
    sigmaDot v = !![v 2, v 0 - I • v 1; v 0 + I • v 1, -v 2] := by
  ext i j
  fin_cases i <;> fin_cases j <;>
    simp [sigmaDot, pauli, Fin.sum_univ_three, sub_eq_add_neg]
```

Summing the Pauli matrices gives this matrix. Lean checks its four entries, which `fin_cases` lists.

```lean
/-- The Pauli product identity `(σ·a)(σ·b) = a·b + i σ·(a × b)` for vectors of operators
that need not commute. -/
theorem pauli_product (a b : Fin 3 → A) :
    sigmaDot a * sigmaDot b = spinFree (∑ k, a k * b k) + I • sigmaDot (cross a b) := by
  rw [sigmaDot_eq, sigmaDot_eq, sigmaDot_eq]
  ext i j
  fin_cases i <;> fin_cases j <;>
    simp [Matrix.mul_apply, Fin.sum_univ_succ, spinFree, cross, mul_add, add_mul, mul_sub,
      sub_mul, smul_add, smul_sub, smul_smul] <;>
    module
```

By hand, $\sigma_j\sigma_k=\delta_{jk}+i\sum_l\epsilon_{jkl}\sigma_l$, and the numerical matrices pass through orbital operators. Hence

$$(\sigma\cdot a)(\sigma\cdot b)=\sum_{jk}\sigma_j\sigma_k\,a_jb_k=a\cdot b+i\sigma\cdot(a\times b).$$

Lean compares matrix entries instead. The upper left one, for example, is $a_2b_2+(a_0-ia_1)(b_0+ib_1)=a\cdot b+i(a_0b_1-a_1b_0)$.

## The double commutator

```lean
/-- Second derivatives taken through commuting momenta are symmetric. -/
theorem hess_symm {p : Fin 3 → A} {O : A} {G : Fin 3 → A} {H : Fin 3 → Fin 3 → A}
    (h : MomentumRelations p O G H) (j k : Fin 3) : H j k = H k j := by
  have key : ∀ j k, H j k = -(p j * (p k * O - O * p k) - (p k * O - O * p k) * p j) := by
    intro j k
    rw [h.grad k, mul_smul_comm, smul_mul_assoc, ← smul_sub, h.hess, smul_smul]
    simp
  have c := h.comm j k
  rw [key j k, key k j]
  -- the Jacobi identity with `[p_j, p_k] = 0`
  linear_combination (norm := noncomm_ring) O * c - c * O
```

The symmetry of $H$ is derived. Since $G_k=i[p_k,O]$ and $H_{jk}=i[p_j,G_k]$, we have $H_{jk}=-[p_j,[p_k,O]]$, which is `key`. The Jacobi identity then gives

$$H_{jk}-H_{kj}=-[[p_j,p_k],O]=0.$$

The last line supplies the commuting momenta, and `noncomm_ring` checks the rest with the order of factors kept.

```lean
/-- The commutator of `σ·p` with a spin-free operator is `-i` times `σ` dotted into its
gradient. -/
theorem sigma_commutator {p : Fin 3 → A} {O : A} {G : Fin 3 → A} {H : Fin 3 → Fin 3 → A}
    (h : MomentumRelations p O G H) :
    sigmaDot p * spinFree O - spinFree O * sigmaDot p = (-I) • sigmaDot G := by
  have h1 : sigmaDot p * spinFree O - spinFree O * sigmaDot p
      = sigmaDot (fun k => p k * O - O * p k) := by
    rw [sigmaDot_eq, sigmaDot_eq]
    ext i j
    fin_cases i <;> fin_cases j <;>
      simp [spinFree, mul_add, add_mul, mul_sub, sub_mul, smul_sub] <;>
      abel
  rw [h1, funext h.grad]
  ext i j
  simp only [sigmaDot, Matrix.of_apply, Matrix.smul_apply, Finset.smul_sum]
  exact Finset.sum_congr rfl fun k _ => smul_comm _ _ _
```

The Pauli matrices commute with the spin-free $O$, so $[P,O]=\sum_k\sigma_k[p_k,O]=-i\sigma\cdot G$. Lean first collects the commutators into one vector, then inserts `h.grad`.

```lean
/-- The double commutator of `σ·p` with a spin-free operator splits into a Laplacian term and a
spin-orbit term: `-[P,[P,O]] = ∑ k, H k k + 2 σ·(G × p)`, with `P = σ·p`. -/
theorem double_commutator {p : Fin 3 → A} {O : A} {G : Fin 3 → A} {H : Fin 3 → Fin 3 → A}
    (h : MomentumRelations p O G H) :
    -(sigmaDot p * (sigmaDot p * spinFree O - spinFree O * sigmaDot p)
        - (sigmaDot p * spinFree O - spinFree O * sigmaDot p) * sigmaDot p)
      = spinFree (∑ k, H k k) + (2 : ℂ) • sigmaDot (cross G p) := by
  have e : ∀ j k, p j * G k = G k * p j + (-I) • H j k :=
    fun j k => sub_eq_iff_eq_add'.mp (h.hess j k)
  -- the symmetric second derivatives drop out of the cross product
  have hx : ∀ j k, p j * G k - p k * G j = (-1 : ℂ) • (G j * p k - G k * p j) := by
    intro j k
    rw [e j k, e k j, hess_symm h j k]
    module
  have hc : sigmaDot (cross p G) = (-1 : ℂ) • sigmaDot (cross G p) := by
    have hv : cross p G = fun l => (-1 : ℂ) • cross G p l := by
      funext l
      fin_cases l
      · exact hx 1 2
      · exact hx 2 0
      · exact hx 0 1
    rw [hv]
    ext i j
    simp only [sigmaDot, Matrix.of_apply, Matrix.smul_apply, Finset.smul_sum]
    exact Finset.sum_congr rfl fun k _ => smul_comm _ _ _
  -- the scalar product leaves the Laplacian
  have hd : spinFree (∑ k, p k * G k)
      = spinFree (∑ k, G k * p k) + (-I) • spinFree (∑ k, H k k) := by
    have hs : ∑ k, p k * G k = ∑ k, G k * p k + (-I) • ∑ k, H k k := by
      rw [Finset.smul_sum, ← Finset.sum_add_distrib]
      exact Finset.sum_congr rfl fun k _ => e k k
    rw [hs]
    ext i j
    fin_cases i <;> fin_cases j <;> simp [spinFree]
  rw [sigma_commutator h, mul_smul_comm, smul_mul_assoc, pauli_product, pauli_product, hc, hd]
  have hI : I * I = -1 := Complex.I_mul_I
  linear_combination (norm := module)
    (-hI) • spinFree (∑ k, H k k) + (-2 * hI) • sigmaDot (cross G p)
```

Apply the product identity to both orderings:

$$-[P,[P,O]]=i[P,\sigma\cdot G]=i(p\cdot G-G\cdot p)-\sigma\cdot(p\times G-G\times p).$$

The scalar part is $i(-i)\sum_kH_{kk}=\sum_kH_{kk}$; this is `hd`. For cyclic $(j,k,l)$,

$$(p\times G)_l=p_jG_k-p_kG_j=G_kp_j-G_jp_k-i(H_{jk}-H_{kj})=-(G\times p)_l,$$

which is `hx`, carried over to the spin matrices by `hc`. Therefore

$$-[P,[P,O]]=\sum_kH_{kk}+2\sigma\cdot(G\times p).$$

The final `linear_combination` uses $i^2=-1$.

## Where the factor $1/(8c^2)$ comes from

```lean
/-- The operator `R (O + X O X) R` with `X = κ P / 2` and `R = 1 - X² / 2`, where `κ` is the
inverse speed of light. -/
def pictureChanged {B : Type*} [Ring B] [Algebra ℂ B] (κ : ℝ) (P O : B) : B :=
  (1 - ((κ : ℂ) ^ 2 / 8) • (P * P)) * (O + ((κ : ℂ) ^ 2 / 4) • (P * O * P))
    * (1 - ((κ : ℂ) ^ 2 / 8) • (P * P))
```

Let $\kappa=1/c$. To leading order the small component of an electronic solution is $X=\kappa P/2$ times the large one, and $R=1-X^2/2$ restores the norm. An operator acting alike on both components becomes $R(O+XOX)R$. These leading forms of $X$ and $R$ are put in by definition, not derived from the Dirac equation.

```lean
/-- Expansion of the transformed operator in the inverse speed of light: the second-order term is
`-κ² [P,[P,O]] / 8`, and the remaining terms are of fourth and sixth order. -/
theorem pictureChanged_expansion {B : Type*} [Ring B] [Algebra ℂ B] (κ : ℝ) (P O : B) :
    pictureChanged κ P O = O
      + ((κ : ℂ) ^ 2 / 8) • (-(P * (P * O - O * P) - (P * O - O * P) * P))
      + ((κ : ℂ) ^ 4 / 64) • (P * P * O * P * P
          - (2 : ℂ) • (P * P * P * O * P + P * O * P * P * P))
      + ((κ : ℂ) ^ 6 / 256) • (P * P * P * O * P * P * P) := by
  simp only [pictureChanged, mul_add, add_mul, mul_sub, sub_mul, smul_mul_assoc,
    mul_smul_comm, one_mul, mul_one, mul_assoc]
  module
```

Multiplying out, the second-order part is

$$\frac{\kappa^2}{4}POP-\frac{\kappa^2}{8}(P^2O+OP^2)=-\frac{\kappa^2}{8}[P,[P,O]].$$

At fourth order, the outer factors give $\frac{\kappa^4}{64}P^2OP^2$, and one outer factor with $XOX$ gives $-\frac{\kappa^4}{32}(P^3OP+POP^3)$. All three corrections together give $\frac{\kappa^6}{256}P^3OP^3$. The proof expands the product and lets `module` collect coefficients.

```lean
/-- The transformed spin-free operator equals `O` plus `κ²/8` times the Laplacian and
spin-orbit terms, plus explicit terms of fourth and sixth order in `κ`. -/
theorem leading_picture_change {p : Fin 3 → A} {O : A} {G : Fin 3 → A}
    {H : Fin 3 → Fin 3 → A} (h : MomentumRelations p O G H) (κ : ℝ) :
    let P := sigmaDot p
    let S := spinFree O
    pictureChanged κ P S = S
      + ((κ : ℂ) ^ 2 / 8) • (spinFree (∑ k, H k k) + (2 : ℂ) • sigmaDot (cross G p))
      + ((κ : ℂ) ^ 4 / 64) • (P * P * S * P * P
          - (2 : ℂ) • (P * P * P * S * P + P * S * P * P * P))
      + ((κ : ℂ) ^ 6 / 256) • (P * P * P * S * P * P * P) := by
  intro P S
  rw [pictureChanged_expansion, double_commutator h]
```

Inserting the double commutator gives the correction

$$\frac{1}{8c^2}\Big(\sum_kH_{kk}+2\sigma\cdot(G\times p)\Big).$$

The equation is exact for the truncated $X$ and $R$; its higher terms are not those of an exact decoupling.

In an exact two-component (X2C) code with a kinetically balanced basis, the same step appears as $R^\dagger(O+X^\dagger WX/4c^2)R$. Here $W$ holds the integrals of $(\sigma\cdot p)O(\sigma\cdot p)$, and $X$ and $R$ are matrices from the decoupling. This $X$ is not the operator $\kappa P/2$ above: the factor $\sigma\cdot p/2c$ now sits in the small-component basis functions, and the matrix $X$ tends to the unit matrix in the nonrelativistic limit. The scalar-relativistic version of this step keeps only the spin-free part of $W$, $\sum_kp_kOp_k$.

## Polynomials as a concrete model

```lean
/-- The momentum operator `-i ∂_k` on polynomials in three coordinates. -/
def momentum (k : Fin 3) : Module.End ℂ (MvPolynomial (Fin 3) ℂ) :=
  (-I) • (MvPolynomial.pderiv k).toLinearMap
```

These are the usual momenta, acting on polynomials in three coordinates.

```lean
/-- The momenta `-i ∂_k` and multiplication by any polynomial `f` satisfy the relations, with
multiplication by the first and second partial derivatives of `f`. -/
theorem momentumRelations_witness (f : MvPolynomial (Fin 3) ℂ) :
    MomentumRelations momentum (LinearMap.mulLeft ℂ f)
      (fun k => LinearMap.mulLeft ℂ (MvPolynomial.pderiv k f))
      (fun j k => LinearMap.mulLeft ℂ (MvPolynomial.pderiv j (MvPolynomial.pderiv k f))) := by
  -- the product rule gives the commutator with a multiplication operator
  have hm : ∀ (k : Fin 3) (q : MvPolynomial (Fin 3) ℂ),
      momentum k * LinearMap.mulLeft ℂ q - LinearMap.mulLeft ℂ q * momentum k
        = (-I) • LinearMap.mulLeft ℂ (MvPolynomial.pderiv k q) := by
    intro k q
    refine LinearMap.ext fun g => ?_
    change (-I) • MvPolynomial.pderiv k (q * g) - q * ((-I) • MvPolynomial.pderiv k g)
      = (-I) • (MvPolynomial.pderiv k q * g)
    rw [Derivation.leibniz, smul_eq_mul, smul_eq_mul, mul_smul_comm,
      mul_comm g (MvPolynomial.pderiv k q)]
    module
  refine ⟨fun j k => LinearMap.ext fun g => ?_, fun k => hm k f, fun j k => hm j _⟩
  -- partial derivatives commute because their commutator kills every coordinate
  have h0 : ⁅(MvPolynomial.pderiv j :
        Derivation ℂ (MvPolynomial (Fin 3) ℂ) (MvPolynomial (Fin 3) ℂ)),
      (MvPolynomial.pderiv k :
        Derivation ℂ (MvPolynomial (Fin 3) ℂ) (MvPolynomial (Fin 3) ℂ))⁆ = 0 := by
    refine MvPolynomial.derivation_ext fun i => ?_
    simp only [Derivation.commutator_apply, MvPolynomial.pderiv_X, Pi.single_apply]
    split_ifs <;> simp
  have h1 := congrArg (fun D => D g) h0
  simp only [Derivation.commutator_apply, Derivation.zero_apply] at h1
  change (-I) • MvPolynomial.pderiv j ((-I) • MvPolynomial.pderiv k g)
    = (-I) • MvPolynomial.pderiv k ((-I) • MvPolynomial.pderiv j g)
  rw [Derivation.map_smul, Derivation.map_smul, sub_eq_zero.mp h1]

end

end OneElectronPictureChange
```

Multiplication by any polynomial $f$ satisfies the hypotheses. The product rule gives $p_k(qg)-q\,p_kg=-i(\partial_kq)g$, used for $q=f$ and $q=\partial_kf$. The commutator of two partial derivatives is itself a derivation and vanishes on every coordinate, so it is zero. A Coulomb potential is not a polynomial and is not covered by this example.

For numbers, take $f=x_0^2+x_1^2+x_2^2$ and the polynomial spinor $\psi=(x_0+ix_1,\,0)$. It is not normalisable, so this illustrates the algebra and not a physical state. Then $\sum_kH_{kk}=6$ and $G\times p=2L$, with $L=x\times p$. Since $\sigma\cdot L\,\psi=\psi$, the double-commutator expression gives $(6+4)\psi=10\psi$. For an illustrative $\kappa=0.1$, the correction is $0.01\times10/8=0.0125$ times $\psi$. The higher terms vanish here because $P\psi=0$.

```lean
#print axioms OneElectronPictureChange.double_commutator
-- 'OneElectronPictureChange.double_commutator' depends on axioms: [propext, Classical.choice, Quot.sound]
#print axioms OneElectronPictureChange.leading_picture_change
-- 'OneElectronPictureChange.leading_picture_change' depends on axioms: [propext, Classical.choice, Quot.sound]
```
